# Rotating a rigid body's angular momentum about an axis by an angle proportional to its component there is a Poisson map

For every real \(c\), let \(F\) rotate the body-frame angular momentum \(m=(m_0,m_1,m_2)\) about the first axis by the angle \(c\,m_0\), let \(D\) be its Jacobian at \(m\), and let \(\hat m\) be the matrix with \(\hat m v=m\times v\); then \(D\,\hat m\,D^{T}=\widehat{F(m)}\). A symmetric five-stage composition of such rotations about all three axes has the same property.

```lean
import Mathlib

open Matrix

namespace RigidBodySplitting

noncomputable section

/-- The cross-product matrix of a vector `m`, which is also the Poisson tensor of the
rigid body at angular momentum `m`. -/
def hat (m : Fin 3 → ℝ) : Matrix (Fin 3) (Fin 3) ℝ :=
  !![0, -m 2, m 1; m 2, 0, -m 0; -m 1, m 0, 0]

/-- The splitting substep: rotate `m` about the first axis by the angle `c * m 0`,
proportional to the first component of `m` itself. -/
def substep (c : ℝ) (m : Fin 3 → ℝ) : Fin 3 → ℝ :=
  ![m 0,
    Real.cos (c * m 0) * m 1 - Real.sin (c * m 0) * m 2,
    Real.sin (c * m 0) * m 1 + Real.cos (c * m 0) * m 2]

/-- The matrix of partial derivatives of the substep. Its first column contains the
change of the rotation angle with `m 0`. -/
def jacobian (c : ℝ) (m : Fin 3 → ℝ) : Matrix (Fin 3) (Fin 3) ℝ :=
  !![1, 0, 0;
    -c * (Real.sin (c * m 0) * m 1 + Real.cos (c * m 0) * m 2),
      Real.cos (c * m 0), -Real.sin (c * m 0);
    c * (Real.cos (c * m 0) * m 1 - Real.sin (c * m 0) * m 2),
      Real.sin (c * m 0), Real.cos (c * m 0)]

/-- The map `F` is differentiable at `m`, and its derivative there is the matrix `D`. -/
def HasJacobian (F : (Fin 3 → ℝ) → (Fin 3 → ℝ)) (D : Matrix (Fin 3) (Fin 3) ℝ)
    (m : Fin 3 → ℝ) : Prop :=
  HasFDerivAt F (LinearMap.toContinuousLinearMap D.mulVecLin) m

/-- A Poisson map of the rigid body: at every `m` its Jacobian `D` carries the Poisson
tensor at `m` to the Poisson tensor at the image point. -/
def IsPoissonMap (F : (Fin 3 → ℝ) → (Fin 3 → ℝ)) : Prop :=
  ∀ m, ∃ D, HasJacobian F D m ∧ D * hat m * Dᵀ = hat (F m)

/-- The matrix `hat m` acts on a vector as the cross product with `m`. -/
theorem hat_mulVec (m v : Fin 3 → ℝ) : hat m *ᵥ v = crossProduct m v := by
  ext i
  fin_cases i <;>
    simp [hat, cross_apply, Matrix.mulVec, dotProduct, Fin.sum_univ_three] <;> ring

/-- The matrix `jacobian c m` is the derivative of the substep at `m`. -/
theorem substep_hasJacobian (c : ℝ) (m : Fin 3 → ℝ) :
    HasJacobian (substep c) (jacobian c m) m := by
  have p (j : Fin 3) : HasFDerivAt (fun x : Fin 3 → ℝ => x j)
      (ContinuousLinearMap.proj (R := ℝ) (φ := fun _ : Fin 3 => ℝ) j) m :=
    (ContinuousLinearMap.proj (R := ℝ) (φ := fun _ : Fin 3 => ℝ) j).hasFDerivAt
  have hk := ((p 0).const_mul c).cos
  have hs := ((p 0).const_mul c).sin
  -- differentiate one component at a time
  refine hasFDerivAt_pi'.2 fun i => ?_
  fin_cases i
  · refine (p 0).congr_fderiv (ContinuousLinearMap.ext fun v => ?_)
    simp [jacobian, dotProduct, Fin.sum_univ_three]
  · refine ((hk.mul (p 1)).sub (hs.mul (p 2))).congr_fderiv
      (ContinuousLinearMap.ext fun v => ?_)
    simp [jacobian, dotProduct, Fin.sum_univ_three]
    ring
  · refine ((hs.mul (p 1)).add (hk.mul (p 2))).congr_fderiv
      (ContinuousLinearMap.ext fun v => ?_)
    simp [jacobian, dotProduct, Fin.sum_univ_three]
    ring

/-- The Jacobian of the substep carries the Poisson tensor at `m` to the Poisson tensor
at the rotated momentum. -/
theorem jacobian_mul_hat (c : ℝ) (m : Fin 3 → ℝ) :
    jacobian c m * hat m * (jacobian c m)ᵀ = hat (substep c m) := by
  have h := Real.sin_sq_add_cos_sq (c * m 0)
  -- only the entries (1,2) and (2,1) need sin² + cos² = 1
  ext i j
  fin_cases i <;> fin_cases j <;>
    simp [jacobian, hat, substep, Matrix.mul_apply, Fin.sum_univ_three] <;>
    first
      | ring1
      | linear_combination (m 0) * h
      | linear_combination (-m 0) * h

/-- The substep is a Poisson map for every real `c`. -/
theorem substep_isPoissonMap (c : ℝ) : IsPoissonMap (substep c) :=
  fun m => ⟨jacobian c m, substep_hasJacobian c m, jacobian_mul_hat c m⟩

/-- The Jacobian determinant of the substep is one at every `m`, for every real `c`. -/
theorem det_jacobian (c : ℝ) (m : Fin 3 → ℝ) : (jacobian c m).det = 1 := by
  have h := Real.sin_sq_add_cos_sq (c * m 0)
  rw [Matrix.det_fin_three]
  simp [jacobian]
  linear_combination h

/-- As the time `t` runs, the substep with parameter `t * c` solves the equation of motion
`dm/dt = ω × m` with angular velocity `ω = (c * m 0, 0, 0)`. -/
theorem substep_flow (c t : ℝ) (m : Fin 3 → ℝ) :
    HasDerivAt (fun s => substep (s * c) m)
      (crossProduct ![c * substep (t * c) m 0, 0, 0] (substep (t * c) m)) t := by
  have ha : HasDerivAt (fun s : ℝ => s * c * m 0) (c * m 0) t :=
    (((hasDerivAt_id' t).mul_const c).mul_const (m 0)).congr_deriv (by ring)
  refine hasDerivAt_pi.2 fun i => ?_
  fin_cases i
  · refine (hasDerivAt_const t (m 0)).congr_deriv ?_
    simp [cross_apply]
  · refine ((ha.cos.mul_const (m 1)).sub (ha.sin.mul_const (m 2))).congr_deriv ?_
    simp [substep, cross_apply]
    ring
  · refine ((ha.sin.mul_const (m 1)).add (ha.cos.mul_const (m 2))).congr_deriv ?_
    simp [substep, cross_apply]
    ring

/-- Two Poisson maps performed one after the other form a Poisson map. -/
theorem IsPoissonMap.comp {F G : (Fin 3 → ℝ) → (Fin 3 → ℝ)}
    (hF : IsPoissonMap F) (hG : IsPoissonMap G) : IsPoissonMap (F ∘ G) := by
  intro m
  obtain ⟨B, hB, hBm⟩ := hG m
  obtain ⟨A, hA, hAm⟩ := hF (G m)
  refine ⟨A * B, ?_, ?_⟩
  · -- chain rule: the Jacobians multiply
    refine (HasFDerivAt.comp m hA hB).congr_fderiv (ContinuousLinearMap.ext fun v => ?_)
    simp [Matrix.mulVec_mulVec]
  · calc A * B * hat m * (A * B)ᵀ = A * (B * hat m * Bᵀ) * Aᵀ := by
          rw [Matrix.transpose_mul]
          simp only [Matrix.mul_assoc]
      _ = hat ((F ∘ G) m) := by rw [hBm, hAm]; rfl

/-- Cyclic relabelling of the three axes. -/
def relabel (m : Fin 3 → ℝ) : Fin 3 → ℝ := ![m 1, m 2, m 0]

/-- Cyclic relabelling of the axes is a Poisson map. -/
theorem relabel_isPoissonMap : IsPoissonMap relabel := by
  intro m
  let P : Matrix (Fin 3) (Fin 3) ℝ := !![0, 1, 0; 0, 0, 1; 1, 0, 0]
  have hP : relabel = fun x => LinearMap.toContinuousLinearMap P.mulVecLin x := by
    funext x i
    fin_cases i <;> simp [P, relabel, Matrix.mulVec, dotProduct, Fin.sum_univ_three]
  refine ⟨P, ?_, ?_⟩
  · rw [HasJacobian, hP]
    exact (LinearMap.toContinuousLinearMap P.mulVecLin).hasFDerivAt
  · ext i j
    fin_cases i <;> fin_cases j <;>
      simp [P, hat, relabel, Matrix.mul_apply, Fin.sum_univ_three]

/-- The substep about the second axis, with angle `c * m 1`. -/
def substep₂ (c : ℝ) : (Fin 3 → ℝ) → (Fin 3 → ℝ) :=
  relabel ∘ relabel ∘ substep c ∘ relabel

/-- The substep about the third axis, with angle `c * m 2`. -/
def substep₃ (c : ℝ) : (Fin 3 → ℝ) → (Fin 3 → ℝ) :=
  relabel ∘ substep c ∘ relabel ∘ relabel

/-- The symmetric splitting step: half substeps about the first and second axes, a full
substep about the third, and the half substeps again in reverse order. -/
def splittingStep (a b c : ℝ) : (Fin 3 → ℝ) → (Fin 3 → ℝ) :=
  substep (a / 2) ∘ substep₂ (b / 2) ∘ substep₃ c ∘ substep₂ (b / 2) ∘ substep (a / 2)

/-- The complete symmetric splitting step of the rigid body is a Poisson map, for all real
parameters of the three axes. -/
theorem splittingStep_isPoissonMap (a b c : ℝ) : IsPoissonMap (splittingStep a b c) := by
  have r := relabel_isPoissonMap
  have h₁ := substep_isPoissonMap (a / 2)
  have h₂ : IsPoissonMap (substep₂ (b / 2)) :=
    r.comp (r.comp ((substep_isPoissonMap (b / 2)).comp r))
  have h₃ : IsPoissonMap (substep₃ c) :=
    r.comp ((substep_isPoissonMap c).comp (r.comp r))
  exact h₁.comp (h₂.comp (h₃.comp (h₂.comp h₁)))

end

end RigidBodySplitting
```

```lean
#print axioms RigidBodySplitting.hat_mulVec
-- 'RigidBodySplitting.hat_mulVec' depends on axioms: [propext, Classical.choice, Quot.sound]
#print axioms RigidBodySplitting.det_jacobian
-- 'RigidBodySplitting.det_jacobian' depends on axioms: [propext, Classical.choice, Quot.sound]
#print axioms RigidBodySplitting.substep_flow
-- 'RigidBodySplitting.substep_flow' depends on axioms: [propext, Classical.choice, Quot.sound]
#print axioms RigidBodySplitting.splittingStep_isPoissonMap
-- 'RigidBodySplitting.splittingStep_isPoissonMap' depends on axioms: [propext, Classical.choice, Quot.sound]
```

## Torque-free rotation and its bracket

In the body frame, a free rigid body with principal moments of inertia \(I_0,I_1,I_2\) has the energy \(H=\sum_i m_i^2/(2I_i)\) and obeys

\[
\dot m=m\times\nabla H=\hat m\,\nabla H .
\]

The matrix \(\hat m\) thus plays the part that the constant symplectic matrix plays for positions and momenta. It defines the bracket \(\{f,g\}=\nabla f\cdot\hat m\,\nabla g\). Since \(\nabla(f\circ F)=D^{T}(\nabla f)\circ F\), the condition \(D\hat mD^{T}=\widehat{F(m)}\) says that \(F\) preserves this bracket.

Splitting keeps one term of \(H\) at a time. With \(m_0^2/(2I_0)\) alone, \(m_0\) is constant and the other two components rotate at a constant rate. Over a time step \(h\) this is the substep with \(c=-h/I_0\). The file writes the motion as \(\omega\times m\), where \(\omega\) is the angular velocity at which \(m\) turns as seen from the body. Since \(m\times\nabla H=(-\nabla H)\times m\), this \(\omega\) is the opposite of the body's own angular velocity \(\nabla H\), hence the negative sign. The theorems hold for all real \(c\), so either sign is allowed.

Such steps are used in molecular dynamics for rigid molecules. The result here concerns only the torque-free update of the angular momentum; passing to a molecule in a force field also requires the orientation and the torques that depend on it.

## The objects and statements in Lean

A momentum is a function `Fin 3 → ℝ`, with indices starting at 0, so `m 0` is the component along the first axis. The theorem `hat_mulVec` confirms that the explicit matrix `hat m` acts as the cross product.

`HasJacobian F D m` means that \(F\) is differentiable at \(m\) with derivative matrix \(D\). `IsPoissonMap F` requires such a \(D\) at every \(m\), together with the matrix identity. As derivatives are unique, \(D\) can only be the true Jacobian.

The main statements are `substep_isPoissonMap`, for one axis, and `splittingStep_isPoissonMap`, for the five-stage step with independent real parameters `a`, `b`, `c`. In the latter, `c` belongs to the third axis; a physical step takes \(a=-h/I_0\), \(b=-h/I_1\), \(c=-h/I_2\). Neither statement bounds the error of the step or its change in energy.

## The Jacobian and the matrix identity

Write \(k=\cos(c\,m_0)\), \(s=\sin(c\,m_0)\), and

\[
F_0=m_0,\qquad F_1=k\,m_1-s\,m_2,\qquad F_2=s\,m_1+k\,m_2 .
\]

The angle depends on \(m_0\), so \(\partial F_1/\partial m_0=-cF_2\) and \(\partial F_2/\partial m_0=cF_1\). Hence

\[
D=\begin{pmatrix}1&0&0\\-cF_2&k&-s\\cF_1&s&k\end{pmatrix}.
\]

`substep_hasJacobian` proves this component by component, with the product and chain rules.

Both sides of the identity are antisymmetric, so three entries suffice by hand. The first row of \(D\hat m\) is \((0,-m_2,m_1)\), which gives

\[
(D\hat mD^{T})_{01}=-k\,m_2-s\,m_1=-F_2,\qquad
(D\hat mD^{T})_{02}=-s\,m_2+k\,m_1=F_1 .
\]

The remaining entry is

\[
\begin{aligned}
(D\hat mD^{T})_{12}
&=c\,m_2(sF_2+kF_1)+c\,m_1(sF_1-kF_2)-m_0(k^2+s^2)\\
&=c(s^2+k^2)(m_1m_2-m_1m_2)-m_0(k^2+s^2)=-m_0 .
\end{aligned}
\]

These are the entries of \(\widehat{F(m)}\). The terms from the varying angle cancel. `jacobian_mul_hat` checks all nine entries: `simp` and `ring1` settle those that are polynomial identities, and `linear_combination` supplies \(s^2+k^2=1\) for the entries (1,2) and (2,1).

Expanding along the first row gives \(\det D=k^2+s^2=1\), which is `det_jacobian`. The substep is also invertible, by rotating back through the same angle, so it preserves volume in momentum space.

## The substep as an exact flow

Replace \(c\) by \(tc\) and let \(F_i(t)\) be the resulting components. The angle \(tc\,m_0\) grows at the rate \(c\,m_0\), so

\[
\dot F_0=0,\qquad \dot F_1=-c\,m_0F_2,\qquad \dot F_2=c\,m_0F_1 .
\]

This is \(\dot F=\omega\times F\) with \(\omega=(cF_0,0,0)\), because \(F_0=m_0\). `substep_flow` proves it by differentiating each component. At \(t=0\) the map is the identity, so the substep follows the one-term motion without time-discretisation error.

## From one axis to the five-stage step

Let \(G\) have Jacobian \(B\) at \(m\), and let \(F\) now be any Poisson map, with Jacobian \(A\) at \(G(m)\). The chain rule gives \(AB\) for \(F\circ G\), and

\[
(AB)\hat m(AB)^{T}=A(B\hat mB^{T})A^{T}
=A\,\widehat{G(m)}\,A^{T}=\widehat{F(G(m))}.
\]

This is `IsPoissonMap.comp`.

The map `relabel` sends \((m_0,m_1,m_2)\) to \((m_1,m_2,m_0)\). Its Jacobian is a constant permutation matrix \(P\), and \((P\hat mP^{T})_{ij}=\hat m_{i+1,j+1}\), with indices modulo 3. These are the entries of the cross-product matrix of the relabelled vector, as `relabel_isPoissonMap` verifies.

Relabelling once, applying the substep and relabelling twice more restores the axis order and rotates about the second axis by \(c\,m_1\). Relabelling twice before and once after does the same for the third axis. The five-stage step is built from these maps, so repeated use of `IsPoissonMap.comp` proves the final theorem.

## Small angles

At \(c=0\) the substep is the identity and \(D=1\). To first order in \(c\), \(D=1+cL\) and \(F(m)=m+cv\), with

\[
L=\begin{pmatrix}0&0&0\\-m_2&0&-m_0\\m_1&m_0&0\end{pmatrix},\qquad
v=(0,-m_0m_2,m_0m_1).
\]

The identity then reduces to \(L\hat m+\hat mL^{T}=\hat v\), the condition for an infinitesimal motion to preserve the bracket.
